# Linked umbrella windows: the overlap matrix fixes their weights up to a common factor

After an umbrella-sampling run, the samples from the separate windows can be joined into one unbiased distribution once the relative weights of the windows are known. The eigenvector method averages, over the samples of each window, the share of every window in the sum of all bias factors, collects these averages in a matrix, and takes the weights from a left eigenvector with eigenvalue one. The problems below show that, for exact averages on a finite configuration space, this eigenvector is unique up to scale if chains of overlapping windows link all windows, and only then.

## Windows, weights and averages

Let $X$ be a finite set of configurations, such as the bins of a reaction coordinate, and let $i,j,k$ label finitely many windows. The Boltzmann weight $p(x)$ need not be normalised. The window function $\psi_i(x)$ is the bias factor $e^{-\beta U_i(x)}$ of a bias potential $U_i$ at inverse temperature $\beta$, not a wavefunction.

```lean
import Mathlib

open Matrix

namespace UmbrellaEigenvector

noncomputable section

variable {X ι : Type*} [Fintype X] [Fintype ι] {p : X → ℝ} {ψ : ι → X → ℝ}
```

The window weight is $z_i=\sum_x p(x)\psi_i(x)$. For normalised $p$ it would be $z_i/\sum_x p(x)$; the ratios between windows are the same.

```lean
/-- The window weight `z i = ∑ p ψ_i`, the unnormalised partition function of window `i`. -/
def weight (p : X → ℝ) (ψ : ι → X → ℝ) (i : ι) : ℝ := ∑ x, p x * ψ i x
```

Window $i$ samples the distribution $p_i(x)=p(x)\psi_i(x)/z_i$.

```lean
/-- The biased distribution `p_i = p ψ_i / z_i` sampled in window `i`, for `z_i ≠ 0`. -/
def biased (p : X → ℝ) (ψ : ι → X → ℝ) (i : ι) (x : X) : ℝ :=
  p x * ψ i x / weight p ψ i
```

Averaging the share of window $j$ over the samples of window $i$ gives
$$G_{ij}=\sum_x p_i(x)\,\frac{\psi_j(x)}{\sum_k\psi_k(x)} .$$
The name `overlapMatrix` does not refer here to the overlap matrix of basis functions. A simulation supplies only estimates of $G_{ij}$ from finite, correlated samples; the step from these exact averages to such estimates is left open.

```lean
/-- The overlap matrix `G i j`, the average of `ψ_j / ∑ k, ψ_k` in window `i`, for nonzero
window weights and a window sum that vanishes nowhere. -/
def overlapMatrix (p : X → ℝ) (ψ : ι → X → ℝ) : Matrix ι ι ℝ :=
  Matrix.of fun i j => ∑ x, biased p ψ i x * (ψ j x / ∑ k, ψ k x)
```

`Admissible` collects the physical conditions. Every configuration has finite energy (`p_pos`), bias factors are nonnegative (`nonneg`), every configuration is allowed in some window (`cover`), and every window allows some configuration (`nonzero`). A hard wall, where $\psi_i=0$, is permitted.

```lean
/-- An umbrella-sampling setup: a positive Boltzmann weight and nonnegative windows, none of
them identically zero, which together cover the configuration space. -/
structure Admissible (p : X → ℝ) (ψ : ι → X → ℝ) : Prop where
  p_pos : ∀ x, 0 < p x
  nonneg : ∀ i x, 0 ≤ ψ i x
  cover : ∀ x, ∃ i, 0 < ψ i x
  nonzero : ∀ i, ∃ x, 0 < ψ i x
```

Two windows overlap when they share an allowed configuration.

```lean
/-- Two windows overlap when some configuration is allowed in both. -/
def Overlap (ψ : ι → X → ℝ) (i j : ι) : Prop := ∃ x, 0 < ψ i x ∧ 0 < ψ j x
```

Parts (a) to (i) assume an admissible setup.

## (a) The window sum

Show that the denominator in $G_{ij}$ is positive at every configuration:
$$\sum_k\psi_k(x)>0 .$$

**Solution.** Some window has $\psi_i(x)>0$ by `cover`, and the other terms are nonnegative. `Finset.sum_pos'` is this argument for finite sums.

```lean
omit [Fintype X] in
/-- In an admissible setup the sum of all windows is positive at every configuration. -/
theorem total_pos (h : Admissible p ψ) (x : X) : 0 < ∑ k, ψ k x := by
  obtain ⟨i, hi⟩ := h.cover x
  exact Finset.sum_pos' (fun k _ => h.nonneg k x) ⟨i, Finset.mem_univ i, hi⟩
```

## (b) The window weights

Show that every window has positive weight:
$$z_i>0 .$$

**Solution.** By `nonzero` there is an $x$ with $\psi_i(x)>0$, so $p(x)\psi_i(x)>0$. All other terms of $z_i$ are nonnegative.

```lean
omit [Fintype ι] in
/-- In an admissible setup every window weight is positive. -/
theorem weight_pos (h : Admissible p ψ) (i : ι) : 0 < weight p ψ i := by
  obtain ⟨x, hx⟩ := h.nonzero i
  exact Finset.sum_pos' (fun y _ => mul_nonneg (h.p_pos y).le (h.nonneg i y))
    ⟨x, Finset.mem_univ x, mul_pos (h.p_pos x) hx⟩
```

## (c) Rows as probabilities

Show that each row of $G$ is a probability distribution:
$$G_{ij}\ge 0,\qquad \sum_j G_{ij}=1 .$$

**Solution.** Every factor in $G_{ij}$ is nonnegative. Exchanging the two sums gives
$$\sum_j G_{ij}=\sum_x p_i(x)\,\frac{\sum_j\psi_j(x)}{\sum_k\psi_k(x)}=\sum_x p_i(x)=\frac{z_i}{z_i}=1 .$$
The exchange is `Finset.sum_comm`, and `hx` is the cancellation at fixed $x$.

```lean
/-- In an admissible setup the overlap matrix is row-stochastic: its entries are nonnegative
and each row sums to one. -/
theorem row_stochastic (h : Admissible p ψ) (i : ι) :
    (∀ j, 0 ≤ overlapMatrix p ψ i j) ∧ ∑ j, overlapMatrix p ψ i j = 1 := by
  constructor
  · intro j
    exact Finset.sum_nonneg fun x _ => mul_nonneg
      (div_nonneg (mul_nonneg (h.p_pos x).le (h.nonneg i x)) (weight_pos h i).le)
      (div_nonneg (h.nonneg j x) (total_pos h x).le)
  · -- the fractions `ψ_j / ∑ ψ_k` add up to one at each configuration
    have hx : ∀ x, ∑ j, biased p ψ i x * (ψ j x / ∑ k, ψ k x) = biased p ψ i x := by
      intro x
      rw [← Finset.mul_sum, ← Finset.sum_div, div_self (total_pos h x).ne', mul_one]
    simp only [overlapMatrix, Matrix.of_apply]
    rw [Finset.sum_comm]
    simp only [hx]
    unfold biased
    rw [← Finset.sum_div]
    exact div_self (weight_pos h i).ne'
```

## (d) Positive entries

Show that an entry is positive exactly when its two windows overlap:
$$G_{ij}>0\iff \text{there is an } x \text{ with } \psi_i(x)>0 \text{ and } \psi_j(x)>0 .$$

**Solution.** Each term of $G_{ij}$ is $\psi_i(x)\psi_j(x)$ times the positive number $p(x)/(z_i\sum_k\psi_k(x))$. Without a shared configuration all terms vanish. With one, its term is positive and the others are nonnegative.

```lean
/-- In an admissible setup `G i j` is positive exactly when windows `i` and `j` overlap. -/
theorem entry_pos_iff (h : Admissible p ψ) (i j : ι) :
    0 < overlapMatrix p ψ i j ↔ Overlap ψ i j := by
  constructor
  · intro hG
    by_contra hno
    have h0 : overlapMatrix p ψ i j = 0 := by
      refine Finset.sum_eq_zero fun x _ => ?_
      rcases (h.nonneg i x).eq_or_lt with hi | hi
      · simp [biased, ← hi]
      · rcases (h.nonneg j x).eq_or_lt with hj | hj
        · simp [← hj]
        · exact absurd ⟨x, hi, hj⟩ hno
    exact hG.ne' h0
  · rintro ⟨x, hi, hj⟩
    exact Finset.sum_pos' (fun y _ => mul_nonneg
      (div_nonneg (mul_nonneg (h.p_pos y).le (h.nonneg i y)) (weight_pos h i).le)
      (div_nonneg (h.nonneg j y) (total_pos h y).le))
      ⟨x, Finset.mem_univ x, mul_pos (div_pos (mul_pos (h.p_pos x) hi) (weight_pos h i))
        (div_pos hj (total_pos h x))⟩
```

## (e) Detailed balance

Show that the flow between two windows is the same in both directions:
$$z_iG_{ij}=z_jG_{ji} .$$

**Solution.** Since $z_ip_i(x)=p(x)\psi_i(x)$,
$$z_iG_{ij}=\sum_x\frac{p(x)\psi_i(x)\psi_j(x)}{\sum_k\psi_k(x)},$$
which does not change when $i$ and $j$ are exchanged. This formula is `flux` in the proof, which is applied once for each order of the windows.

```lean
/-- Detailed balance: in an admissible setup `z_i G_ij = z_j G_ji`. -/
theorem detailed_balance (h : Admissible p ψ) (i j : ι) :
    weight p ψ i * overlapMatrix p ψ i j = weight p ψ j * overlapMatrix p ψ j i := by
  -- both sides equal the symmetric sum of `p ψ_i ψ_j / ∑ ψ_k`
  have flux : ∀ a b, weight p ψ a * overlapMatrix p ψ a b
      = ∑ x, p x * ψ a x * ψ b x / ∑ k, ψ k x := by
    intro a b
    simp only [overlapMatrix, Matrix.of_apply]
    rw [Finset.mul_sum]
    refine Finset.sum_congr rfl fun x _ => ?_
    have hz := (weight_pos h a).ne'
    have e : weight p ψ a * biased p ψ a x = p x * ψ a x := by
      unfold biased
      field_simp
    rw [← mul_assoc, e]
    ring
  rw [flux i j, flux j i]
  refine Finset.sum_congr rfl fun x _ => ?_
  ring
```

## (f) The weights as an eigenvector

Show that the weights, written as a row vector, are unchanged by $G$:
$$zG=z .$$

**Solution.** By (e) and then (c),
$$\sum_i z_iG_{ij}=\sum_i z_jG_{ji}=z_j\sum_iG_{ji}=z_j .$$
In Lean, `ᵥ*` multiplies a row vector by a matrix.

```lean
/-- In an admissible setup the vector of window weights solves `z G = z`. -/
theorem weight_stationary (h : Admissible p ψ) :
    weight p ψ ᵥ* overlapMatrix p ψ = weight p ψ := by
  funext j
  simp only [Matrix.vecMul, dotProduct]
  rw [Finset.sum_congr rfl fun i _ => detailed_balance h i j, ← Finset.mul_sum,
    (row_stochastic h j).2, mul_one]
```

## (g) A vanishing sum of squares

Let $v$ be a real vector with $vG=v$, and put $u_i=v_i/z_i$. Show that
$$\sum_{i,j}z_iG_{ij}(u_i-u_j)^2=0 .$$

**Solution.** Write $S=\sum_i z_iu_i^2$ and expand the square. The row sums give the first term, and $zG=z$ gives the second:
$$\sum_{i,j}z_iG_{ij}u_i^2=S,\qquad \sum_{i,j}z_iG_{ij}u_j^2=\sum_j z_ju_j^2=S .$$
For the mixed term, use $z_iu_i=v_i$ and $vG=v$:
$$\sum_{i,j}z_iG_{ij}u_iu_j=\sum_j\Big(\sum_i v_iG_{ij}\Big)u_j=\sum_j v_ju_j=S .$$
The total is $S+S-2S=0$. The three sums are `A`, `B` and `C` in the proof, and `E` is the expansion.

```lean
/-- In an admissible setup, if `v G = v`, then the squared differences of the ratios `v_i / z_i`,
weighted by `z_i G_ij`, sum to zero. -/
theorem dirichlet_zero (h : Admissible p ψ) {v : ι → ℝ} (hv : v ᵥ* overlapMatrix p ψ = v) :
    ∑ i, ∑ j, weight p ψ i * overlapMatrix p ψ i j *
      (v i / weight p ψ i - v j / weight p ψ j) ^ 2 = 0 := by
  obtain ⟨u, hu⟩ : ∃ u : ι → ℝ, ∀ i, v i / weight p ψ i = u i := ⟨_, fun _ => rfl⟩
  have hvu : ∀ i, v i = weight p ψ i * u i := fun i => by
    have hz := (weight_pos h i).ne'
    rw [← hu i]
    field_simp
  simp only [hu]
  have A : ∑ i, ∑ j, weight p ψ i * overlapMatrix p ψ i j * u i ^ 2
      = ∑ i, weight p ψ i * u i ^ 2 := by
    refine Finset.sum_congr rfl fun i _ => ?_
    rw [← Finset.sum_mul, ← Finset.mul_sum, (row_stochastic h i).2, mul_one]
  have B : ∑ i, ∑ j, weight p ψ i * overlapMatrix p ψ i j * u j ^ 2
      = ∑ i, weight p ψ i * u i ^ 2 := by
    rw [Finset.sum_comm]
    refine Finset.sum_congr rfl fun j _ => ?_
    have hj := congrFun (weight_stationary h) j
    simp only [Matrix.vecMul, dotProduct] at hj
    rw [← Finset.sum_mul, hj]
  have C : ∑ i, ∑ j, weight p ψ i * overlapMatrix p ψ i j * (u i * u j)
      = ∑ i, weight p ψ i * u i ^ 2 := by
    rw [Finset.sum_comm]
    refine Finset.sum_congr rfl fun j _ => ?_
    have hj := congrFun hv j
    simp only [Matrix.vecMul, dotProduct, hvu] at hj
    calc ∑ i, weight p ψ i * overlapMatrix p ψ i j * (u i * u j)
        = (∑ i, weight p ψ i * u i * overlapMatrix p ψ i j) * u j := by
          rw [Finset.sum_mul]
          exact Finset.sum_congr rfl fun i _ => by ring
      _ = weight p ψ j * u j ^ 2 := by rw [hj]; ring
  -- expand the square and insert the three sums
  have E : ∑ i, ∑ j, weight p ψ i * overlapMatrix p ψ i j * (u i - u j) ^ 2
      = ∑ i, ∑ j, weight p ψ i * overlapMatrix p ψ i j * u i ^ 2
        + ∑ i, ∑ j, weight p ψ i * overlapMatrix p ψ i j * u j ^ 2
        - 2 * ∑ i, ∑ j, weight p ψ i * overlapMatrix p ψ i j * (u i * u j) := by
    simp only [Finset.mul_sum, ← Finset.sum_add_distrib, ← Finset.sum_sub_distrib]
    exact Finset.sum_congr rfl fun i _ => Finset.sum_congr rfl fun j _ => by ring
  rw [E, A, B, C]
  ring
```

## (h) Uniqueness for linked windows

Suppose that any two windows are linked by a chain of overlapping windows. Show that, for a real vector $v$,
$$vG=v\iff v=cz\ \text{ for some real } c .$$

**Solution.** Let $vG=v$. The sum in (g) has nonnegative terms and vanishes, so each term is zero. If $i$ and $j$ overlap, then $z_iG_{ij}>0$ by (b) and (d), hence $u_i=u_j$. Following a chain from a fixed window $a$ to any window $j$ gives $u_j=u_a$, so $v_j=u_az_j$ and $c=u_a$. With no windows at all, $c=0$ serves. Conversely, $(cz)G=c(zG)=cz$ by (f).

The linking condition is `Relation.ReflTransGen (Overlap ψ) i j`, a chain of zero or more overlaps. The equality for one overlap is `step`, and the induction on `hc a j` follows the chain.

```lean
/-- Eigenvector method: in an admissible setup where any two windows are linked by a chain of
overlapping windows, the solutions of `v G = v` are exactly the multiples of `z`. -/
theorem eigenvector_iff (h : Admissible p ψ)
    (hc : ∀ i j, Relation.ReflTransGen (Overlap ψ) i j) (v : ι → ℝ) :
    v ᵥ* overlapMatrix p ψ = v ↔ ∃ c : ℝ, v = c • weight p ψ := by
  constructor
  · intro hv
    have hnn : ∀ i j, 0 ≤ weight p ψ i * overlapMatrix p ψ i j *
        (v i / weight p ψ i - v j / weight p ψ j) ^ 2 := fun i j =>
      mul_nonneg (mul_nonneg (weight_pos h i).le ((row_stochastic h i).1 j)) (sq_nonneg _)
    -- overlapping windows have the same ratio `v / z`
    have step : ∀ i j, Overlap ψ i j → v i / weight p ψ i = v j / weight p ψ j := by
      intro i j hij
      have h1 := (Finset.sum_eq_zero_iff_of_nonneg
        fun a _ => Finset.sum_nonneg fun b _ => hnn a b).1 (dirichlet_zero h hv) i
        (Finset.mem_univ i)
      have h2 := (Finset.sum_eq_zero_iff_of_nonneg fun b _ => hnn i b).1 h1 j
        (Finset.mem_univ j)
      have hpos := mul_pos (weight_pos h i) ((entry_pos_iff h i j).2 hij)
      have h3 := (mul_eq_zero.1 h2).resolve_left hpos.ne'
      exact sub_eq_zero.1 (pow_eq_zero_iff two_ne_zero |>.1 h3)
    rcases isEmpty_or_nonempty ι with hι | ⟨⟨a⟩⟩
    · exact ⟨0, funext fun i => isEmptyElim i⟩
    · refine ⟨v a / weight p ψ a, funext fun j => ?_⟩
      have hj : v a / weight p ψ a = v j / weight p ψ j := by
        induction hc a j with
        | refl => rfl
        | tail _ hbc ih => exact ih.trans (step _ _ hbc)
      have hz := (weight_pos h j).ne'
      rw [Pi.smul_apply, smul_eq_mul, hj]
      field_simp
  · rintro ⟨c, rfl⟩
    rw [Matrix.smul_vecMul, weight_stationary h]
```

## (i) Unlinked windows spoil uniqueness

Suppose that every real solution of $vG=v$ is a multiple of $z$. Show that any two windows $i$ and $j$ are linked:
$$j\in C_i,\qquad C_i=\{k : k \text{ is linked to } i \text{ by a chain of overlaps}\} .$$

**Solution.** Set $v_k=z_k$ for $k\in C_i$ and $v_k=0$ otherwise. If windows $a$ and $b$ overlap, both belong to $C_i$ or neither does; if they do not overlap, $G_{ab}=0$. In either case $v_aG_{ab}$ equals $z_aG_{ab}$ for $b\in C_i$ and zero for $b\notin C_i$. Summing over $a$ and using $zG=z$ gives $(vG)_b=v_b$.

By assumption $v=cz$. Entry $i$ reads $z_i=cz_i$. If $j$ were outside $C_i$, entry $j$ would read $0=cz_j$, so $c=0$ and $z_i=0$, against (b). The term-by-term identity is `key` in the proof.

For a calculation this means that, if the windows split into two groups with no overlap between them, the eigenvector equation leaves the relative weight of the two groups undetermined.

```lean
/-- Converse: if in an admissible setup every solution of `v G = v` is a multiple of `z`, then any
two windows are linked by a chain of overlapping windows. -/
theorem linked_of_unique (h : Admissible p ψ)
    (hu : ∀ v : ι → ℝ, v ᵥ* overlapMatrix p ψ = v → ∃ c : ℝ, v = c • weight p ψ) (i j : ι) :
    Relation.ReflTransGen (Overlap ψ) i j := by
  classical
  -- restrict `z` to the cluster of windows linked to `i`
  let v : ι → ℝ := fun k => if Relation.ReflTransGen (Overlap ψ) i k then weight p ψ k else 0
  have hv : v ᵥ* overlapMatrix p ψ = v := by
    funext b
    have hb := congrFun (weight_stationary h) b
    simp only [Matrix.vecMul, dotProduct] at hb ⊢
    have key : ∀ a, v a * overlapMatrix p ψ a b =
        if Relation.ReflTransGen (Overlap ψ) i b
          then weight p ψ a * overlapMatrix p ψ a b else 0 := by
      intro a
      by_cases hab : Overlap ψ a b
      · have hba : Overlap ψ b a := hab.imp fun _ hx => ⟨hx.2, hx.1⟩
        have hiff : Relation.ReflTransGen (Overlap ψ) i a ↔
            Relation.ReflTransGen (Overlap ψ) i b := ⟨fun r => r.tail hab, fun r => r.tail hba⟩
        simp only [v, hiff, ite_mul, zero_mul]
      · have h0 : overlapMatrix p ψ a b = 0 :=
          le_antisymm (not_lt.1 fun hp => hab ((entry_pos_iff h a b).1 hp))
            ((row_stochastic h a).1 b)
        simp [h0]
    rw [Finset.sum_congr rfl fun a _ => key a]
    by_cases hr : Relation.ReflTransGen (Overlap ψ) i b
    · simp only [v, if_pos hr, hb]
    · simp only [v, if_neg hr, Finset.sum_const_zero]
  obtain ⟨c, hc⟩ := hu v hv
  have hi : weight p ψ i = c * weight p ψ i := by
    have := congrFun hc i
    simpa only [v, if_pos Relation.ReflTransGen.refl, Pi.smul_apply, smul_eq_mul] using this
  by_contra hn
  have hj : 0 = c * weight p ψ j := by
    have := congrFun hc j
    simpa only [v, if_neg hn, Pi.smul_apply, smul_eq_mul] using this
  have hc0 : c = 0 := (mul_eq_zero.1 hj.symm).resolve_right (weight_pos h j).ne'
  rw [hc0, zero_mul] at hi
  exact (weight_pos h i).ne' hi
```

## (j) Windows without hard walls

Let $X$ and the set of windows be nonempty, with $p(x)>0$ and $\psi_i(x)>0$ for all $i$ and $x$, as for harmonic restraints. Show that the linking condition then holds by itself, so that again
$$vG=v\iff v=cz\ \text{ for some real } c .$$

**Solution.** Any configuration is allowed in every window, so any two windows overlap and a chain of one step links them. The setup is admissible, and (h) applies. In the proof, `Relation.ReflTransGen.single` is the one-step chain.

Entries between distant windows can still be very small, and their estimates from a finite simulation can then have large relative errors.

```lean
/-- For a positive Boltzmann weight and strictly positive windows, the solutions of `v G = v`
are exactly the multiples of `z`. -/
theorem eigenvector_iff_of_pos [Nonempty X] [Nonempty ι] (hp : ∀ x, 0 < p x)
    (hψ : ∀ i x, 0 < ψ i x) (v : ι → ℝ) :
    v ᵥ* overlapMatrix p ψ = v ↔ ∃ c : ℝ, v = c • weight p ψ := by
  obtain ⟨x⟩ := ‹Nonempty X›
  obtain ⟨k⟩ := ‹Nonempty ι›
  exact eigenvector_iff ⟨hp, fun i y => (hψ i y).le, fun y => ⟨k, hψ k y⟩, fun i => ⟨x, hψ i x⟩⟩
    (fun i j => Relation.ReflTransGen.single ⟨x, hψ i x, hψ j x⟩) v

end

end UmbrellaEigenvector
```

```lean
#print axioms UmbrellaEigenvector.linked_of_unique
#print axioms UmbrellaEigenvector.eigenvector_iff_of_pos
```

```
'UmbrellaEigenvector.linked_of_unique' depends on axioms: [propext, Classical.choice, Quot.sound]
'UmbrellaEigenvector.eigenvector_iff_of_pos' depends on axioms: [propext, Classical.choice, Quot.sound]
```
